# Exactly one root of the level equation below a rectangular band, for every nonzero coupling

Put an adsorbate level at energy 0, in the middle of a band that runs from $-1$ to $1$ with a constant density of states. Let $V^2>0$ be the total squared coupling between the level and the band, spread evenly over the band's energies. A state at energy $E<-1$, split off below the band, has to satisfy

$$E=\frac{V^2}{2}\ln\frac{E+1}{E-1}.$$

Write $E=-1-\delta$ with $\delta>0$. The logarithm becomes $\ln\frac{\delta}{2+\delta}$, which falls to $-\infty$ as $\delta\to0$. However small $V^2$ is, the right-hand side therefore drops below the left-hand side close enough to the edge. Far below the band the order is reversed, so the two sides cross. For $V^2=1$ the crossing is at $\delta\approx0.200$; for $V^2=0.05$ it is at $\delta\approx8.5\times10^{-18}$. The state is still there, but in double precision $-1-\delta$ rounds to $-1$.

## The level equation and its single root

For a band of width $W>0$ centred at zero, a level at any real energy $e_a$ and a real coupling $V\neq0$, the equation

$$E-e_a=\frac{V^2}{W}\ln\frac{E+W/2}{E-W/2}$$

has exactly one solution with $E<-W/2$. The right-hand side is the self-energy

$$S(E)=\int_{-W/2}^{W/2}\frac{V^2/W}{E-x}\,dx .$$

Here $1/W$ is the density of states, normalised to one, and $V^2$ is the total squared coupling of the adsorbate orbital to the band, spread evenly over its energies. There is no coupling threshold because $S$ diverges at the abrupt edge. At the edge of a semi-elliptic band $S$ stays finite, and a level above the lower edge needs a minimum coupling to split off a state below the band.

## Root finding and sum rules in chemisorption codes

In non-interacting, single-level models of chemisorption with a rectangular band, the sum over occupied states includes the state split off below the band, when it is occupied, as well as the occupied part of the continuum. A code that integrates the adsorbate density of states over the band alone misses the weight of that state, which in the opening example is about $0.305$ for $V^2=1$ but only about $3.4\times10^{-16}$ for $V^2=0.05$.

For a level inside the band, a root finder that works in $E$ in double precision cannot separate the root from the band edge once the coupling is weak enough, as the example shows. With $\delta=We^{\lambda}$ the equation becomes

$$e_a+\frac W2+We^{\lambda}+\frac{V^2}{W}\bigl(\lambda-\ln(1+e^{\lambda})\bigr)=0,$$

whose left-hand side increases with $\lambda$. The derivation below supplies a bracket for bisection: $\lambda$ lies between $-k$, with $k=(3W/2+|e_a|)W/V^2$, and $\ln\max\bigl(1,(V^2/W-e_a-W/2)/W\bigr)$.

## From the integral to the root

**Logarithm.** For $E<-W/2$ we have $x-E>0$ on the whole band, and $-(V^2/W)\ln(x-E)$ is an antiderivative of the integrand. Hence

$$S(E)=-\frac{V^2}{W}\Bigl[\ln(\tfrac W2-E)-\ln(-\tfrac W2-E)\Bigr]=\frac{V^2}{W}\ln r,\qquad r=\frac{E+W/2}{E-W/2}.$$

**Slope.** Differentiation gives

$$S'(E)=\frac{V^2}{W}\Bigl(\frac1{E+W/2}-\frac1{E-W/2}\Bigr)=-\frac{V^2}{E^2-W^2/4}<0 .$$

So $F(E)=E-S(E)$ increases strictly below the band, and $F(E)=e_a$ has at most one solution there.

**A point where $F\le e_a$.** Take $E_1=\min(-3W/2,\;e_a-V^2/W)$. Since $|E_1+W/2|\ge W$,

$$\frac1r=1+\frac{W}{|E_1+W/2|}\le2 .$$

With $\ln r\ge1-1/r\ge-1$ this gives $S(E_1)\ge-V^2/W$, so $F(E_1)\le E_1+V^2/W\le e_a$.

**A point where $F\ge e_a$.** Take $E_2=-W/2-We^{-k}$ with the $k$ given above. Then

$$r=\frac{e^{-k}}{1+e^{-k}}\le e^{-k},\qquad S(E_2)\le-\frac{kV^2}{W}=-\frac{3W}2-|e_a| .$$

Since $E_2\ge-3W/2$, it follows that $F(E_2)\ge|e_a|\ge e_a$. $F$ is continuous on $[E_1,E_2]$, so it takes the value $e_a$ there.

**Position of the root.** Below the band $0<r<1$, so $S(E)<0$ and the root satisfies $E<e_a$. With $E=-W/2-\delta$ the ratio is $r=\delta/(W+\delta)$, and the level equation reads

$$-\Bigl(e_a+\frac W2+\delta\Bigr)=\frac{V^2}{W}\ln\frac{\delta}{W+\delta}.$$

Multiplying by $W/V^2$ and exponentiating gives

$$\delta=(W+\delta)\exp\Bigl(-\frac{W(e_a+W/2+\delta)}{V^2}\Bigr).$$

For a fixed $e_a>-W/2$ and weak coupling, $\delta$ is exponentially small in $1/V^2$, which no power series in $V$ reproduces.

**Weight.** The adsorbate Green function $1/(E-e_a-S(E))$ has residue $1/(1-S'(E))$ at the root. Inserting the slope gives

$$\frac1{1-S'(E)}=\frac{E^2-W^2/4}{E^2-W^2/4+V^2}.$$

In a code, $E^2-W^2/4$ is better evaluated as $\delta(W+\delta)$, which avoids the cancellation near the edge. In the opening example with $V^2=1$ the weight is about $0.305$.

## The Lean file

```lean
import Mathlib

open Set

namespace RectangularBandAdsorbate

noncomputable section

/-- Self-energy at energy `E` outside the band of a level coupled with strength `V` to a band
of width `W > 0` with uniform density of states `1/W` on `[-W/2, W/2]`. -/
def selfEnergy (W V E : ℝ) : ℝ := ∫ x in (-W / 2)..(W / 2), V ^ 2 / W / (E - x)

/-- The expression `1/(1 - S'(E))`, where `S` is the self-energy. At a root `E` of the level
equation outside the band it is the weight of the adsorbate orbital in the split-off state. -/
def adsorbateWeight (W V E : ℝ) : ℝ := 1 / (1 - deriv (selfEnergy W V) E)

/-- Below a band of width `W > 0` the self-energy is
`(V²/W) ln((E + W/2)/(E - W/2))`. -/
theorem selfEnergy_eq_log {W V E : ℝ} (hW : 0 < W) (hE : E < -W / 2) :
    selfEnergy W V E = V ^ 2 / W * Real.log ((E + W / 2) / (E - W / 2)) := by
  have hpos : ∀ x ∈ uIcc (-W / 2) (W / 2), 0 < x - E := by
    intro x hx
    rw [uIcc_of_le (by linarith)] at hx
    linarith [hx.1]
  -- an antiderivative of the integrand is `-(V²/W) ln(x - E)`
  have hderiv : ∀ x ∈ uIcc (-W / 2) (W / 2),
      HasDerivAt (fun x => -(V ^ 2 / W) * Real.log (x - E)) (V ^ 2 / W / (E - x)) x := by
    intro x hx
    have h := (((hasDerivAt_id' x).sub_const E).log (hpos x hx).ne').const_mul (-(V ^ 2 / W))
    refine h.congr_deriv ?_
    rw [← neg_sub x E, div_neg]
    ring
  have hint : IntervalIntegrable (fun x => V ^ 2 / W / (E - x)) MeasureTheory.volume
      (-W / 2) (W / 2) := by
    apply ContinuousOn.intervalIntegrable
    refine ContinuousOn.div (by fun_prop) (by fun_prop) ?_
    intro x hx
    exact (by linarith [hpos x hx] : E - x < 0).ne
  have hI : selfEnergy W V E = -(V ^ 2 / W) * Real.log (W / 2 - E)
      - -(V ^ 2 / W) * Real.log (-W / 2 - E) :=
    intervalIntegral.integral_eq_sub_of_hasDerivAt hderiv hint
  have hr : (E + W / 2) / (E - W / 2) = (-W / 2 - E) / (W / 2 - E) :=
    (neg_div_neg_eq (E + W / 2) (E - W / 2)).symm.trans (by congr 1 <;> ring)
  have h1 : -W / 2 - E ≠ 0 := (by linarith : 0 < -W / 2 - E).ne'
  have h2 : W / 2 - E ≠ 0 := (by linarith : 0 < W / 2 - E).ne'
  rw [hI, hr, Real.log_div h1 h2]
  ring

/-- Below a band of width `W > 0` the self-energy has the slope `-V²/(E² - W²/4)`. -/
theorem hasDerivAt_selfEnergy {W V E : ℝ} (hW : 0 < W) (hE : E < -W / 2) :
    HasDerivAt (selfEnergy W V) (-V ^ 2 / (E ^ 2 - W ^ 2 / 4)) E := by
  have h1 : E + W / 2 ≠ 0 := (by linarith : E + W / 2 < 0).ne
  have h2 : E - W / 2 ≠ 0 := (by linarith : E - W / 2 < 0).ne
  have hW0 : W ≠ 0 := hW.ne'
  have hd : HasDerivAt (fun y => V ^ 2 / W * Real.log ((y + W / 2) / (y - W / 2)))
      (V ^ 2 / W * (((1 * (E - W / 2) - (E + W / 2) * 1) / (E - W / 2) ^ 2) /
        ((E + W / 2) / (E - W / 2)))) E :=
    ((((hasDerivAt_id' E).add_const (W / 2)).fun_div
      ((hasDerivAt_id' E).sub_const (W / 2)) h2).log (div_ne_zero h1 h2)).const_mul _
  have key : ∀ p q : ℝ, p ≠ 0 → q ≠ 0 →
      V ^ 2 / W * ((-W / q ^ 2) / (p / q)) = -V ^ 2 / (p * q) := by
    intro p q hp hq
    field_simp
  refine (hd.congr_of_eventuallyEq ?_).congr_deriv ?_
  · filter_upwards [Iio_mem_nhds hE] with y hy
    exact selfEnergy_eq_log hW hy
  · rw [show E ^ 2 - W ^ 2 / 4 = (E + W / 2) * (E - W / 2) by ring,
      show 1 * (E - W / 2) - (E + W / 2) * 1 = -W by ring]
    exact key _ _ h1 h2

/-- For `W > 0` and nonzero coupling the self-energy decreases strictly with energy
below the band. -/
theorem selfEnergy_strictAntiOn {W V : ℝ} (hW : 0 < W) (hV : V ≠ 0) :
    StrictAntiOn (selfEnergy W V) (Iio (-W / 2)) := by
  intro E hE E' hE' hlt
  have hE1 : E < -W / 2 := hE
  have hE2 : E' < -W / 2 := hE'
  have hc : 0 < V ^ 2 / W := by positivity
  have a1 : E - W / 2 < 0 := by linarith
  have a2 : E' - W / 2 < 0 := by linarith
  rw [selfEnergy_eq_log hW hE1, selfEnergy_eq_log hW hE2]
  refine mul_lt_mul_of_pos_left (Real.log_lt_log
    (div_pos_of_neg_of_neg (by linarith) a2) ?_) hc
  have h : (E + W / 2) / (E - W / 2) - (E' + W / 2) / (E' - W / 2)
      = W * (E' - E) / ((E - W / 2) * (E' - W / 2)) := by
    rw [div_sub_div _ _ a1.ne a2.ne]
    congr 1
    ring
  have h' : 0 < W * (E' - E) / ((E - W / 2) * (E' - W / 2)) :=
    div_pos (mul_pos hW (by linarith)) (mul_pos_of_neg_of_neg a1 a2)
  linarith

/-- For `W > 0`, `V ≠ 0` and every real `ea`, the level equation `E - ea = selfEnergy W V E` has
exactly one solution below the band. -/
theorem existsUnique_bonding_state {W V : ℝ} (hW : 0 < W) (hV : V ≠ 0) (ea : ℝ) :
    ∃! E : ℝ, E < -W / 2 ∧ E - ea = selfEnergy W V E := by
  have hc : 0 < V ^ 2 / W := by positivity
  -- far below the band the self-energy is at least `-V²/W`
  obtain ⟨E₁, hE₁, hlow⟩ : ∃ E₁ : ℝ, E₁ ≤ -3 * W / 2 ∧ E₁ - selfEnergy W V E₁ ≤ ea := by
    refine ⟨min (-3 * W / 2) (ea - V ^ 2 / W), min_le_left _ _, ?_⟩
    have m1 := min_le_left (-3 * W / 2) (ea - V ^ 2 / W)
    have m2 := min_le_right (-3 * W / 2) (ea - V ^ 2 / W)
    generalize min (-3 * W / 2) (ea - V ^ 2 / W) = E at m1 m2 ⊢
    have hn : E + W / 2 < 0 := by linarith
    have hl := Real.one_sub_inv_le_log_of_pos
      (div_pos_of_neg_of_neg hn (by linarith : E - W / 2 < 0))
    rw [inv_div] at hl
    have hr : (E - W / 2) / (E + W / 2) ≤ 2 := by
      rw [div_le_iff_of_neg hn]
      linarith
    rw [selfEnergy_eq_log hW (by linarith)]
    nlinarith
  -- exponentially close to the edge the logarithm outweighs any level energy
  obtain ⟨E₂, hE₂, hE₂', hhigh⟩ : ∃ E₂ : ℝ, -3 * W / 2 ≤ E₂ ∧ E₂ < -W / 2 ∧
      ea ≤ E₂ - selfEnergy W V E₂ := by
    obtain ⟨k, hk, hck⟩ : ∃ k : ℝ, 0 ≤ k ∧ V ^ 2 / W * k = 3 * W / 2 + |ea| :=
      ⟨(3 * W / 2 + |ea|) / (V ^ 2 / W), by positivity, mul_div_cancel₀ _ hc.ne'⟩
    have he := Real.exp_pos (-k)
    have he1 : Real.exp (-k) ≤ 1 := Real.exp_le_one_iff.mpr (by linarith)
    have hWe : 0 < W * Real.exp (-k) := mul_pos hW he
    have hWe1 : W * Real.exp (-k) ≤ W := by nlinarith
    refine ⟨-W / 2 - W * Real.exp (-k), by linarith, by linarith, ?_⟩
    rw [selfEnergy_eq_log hW (by linarith)]
    have hn : -W / 2 - W * Real.exp (-k) - W / 2 < 0 := by linarith
    have hl : Real.log ((-W / 2 - W * Real.exp (-k) + W / 2) /
        (-W / 2 - W * Real.exp (-k) - W / 2)) ≤ -k := by
      rw [Real.log_le_iff_le_exp (div_pos_of_neg_of_neg (by linarith) hn),
        div_le_iff_of_neg hn]
      nlinarith [mul_pos hWe he]
    have hm := mul_le_mul_of_nonneg_left hl hc.le
    linarith [le_abs_self ea]
  have hcont : ContinuousOn (fun E => E - selfEnergy W V E) (Icc E₁ E₂) :=
    continuousOn_id.sub (fun E hE =>
      (hasDerivAt_selfEnergy hW (lt_of_le_of_lt hE.2 hE₂')).continuousAt.continuousWithinAt)
  obtain ⟨E, hE, hroot⟩ := intermediate_value_Icc (hE₁.trans hE₂) hcont ⟨hlow, hhigh⟩
  have hroot' : E - selfEnergy W V E = ea := hroot
  have hEb : E < -W / 2 := lt_of_le_of_lt hE.2 hE₂'
  refine ⟨E, ⟨hEb, by linarith⟩, ?_⟩
  -- two solutions would contradict the monotonicity of the self-energy
  rintro E' ⟨hE'b, hE'⟩
  rcases lt_trichotomy E' E with h | h | h
  · have := selfEnergy_strictAntiOn hW hV hE'b hEb h
    linarith
  · exact h
  · have := selfEnergy_strictAntiOn hW hV hEb hE'b h
    linarith

/-- For `W > 0`, `V ≠ 0` and every real `ea`, the explicit level equation
`E - ea = (V²/W) ln((E + W/2)/(E - W/2))` has exactly one solution below the band. -/
theorem existsUnique_log_equation {W V : ℝ} (hW : 0 < W) (hV : V ≠ 0) (ea : ℝ) :
    ∃! E : ℝ, E < -W / 2 ∧
      E - ea = V ^ 2 / W * Real.log ((E + W / 2) / (E - W / 2)) := by
  obtain ⟨E, ⟨hE, h⟩, huniq⟩ := existsUnique_bonding_state hW hV ea
  refine ⟨E, ⟨hE, h.trans (selfEnergy_eq_log hW hE)⟩, ?_⟩
  rintro E' ⟨hE', h'⟩
  exact huniq E' ⟨hE', h'.trans (selfEnergy_eq_log hW hE').symm⟩

/-- For `W > 0` and `V ≠ 0`, a solution of the level equation below the band also lies below the
bare adsorbate level `ea`. -/
theorem bonding_state_below_level {W V E ea : ℝ} (hW : 0 < W) (hV : V ≠ 0)
    (hE : E < -W / 2) (h : E - ea = selfEnergy W V E) : E < ea := by
  have hc : 0 < V ^ 2 / W := by positivity
  have hn : E - W / 2 < 0 := by linarith
  have hl : Real.log ((E + W / 2) / (E - W / 2)) < 0 := by
    apply Real.log_neg (div_pos_of_neg_of_neg (by linarith) hn)
    rw [div_lt_iff_of_neg hn]
    linarith
  rw [selfEnergy_eq_log hW hE] at h
  linarith [mul_neg_of_pos_of_neg hc hl]

/-- For `W > 0`, `V ≠ 0` and `δ > 0`, the energy `-W/2 - δ` solves the level equation exactly when
`δ = (W + δ) exp(-W (ea + W/2 + δ)/V²)`. -/
theorem edge_distance_iff {W V δ : ℝ} (hW : 0 < W) (hV : V ≠ 0) (hδ : 0 < δ) (ea : ℝ) :
    (-W / 2 - δ) - ea = selfEnergy W V (-W / 2 - δ) ↔
      δ = (W + δ) * Real.exp (-(W * (ea + W / 2 + δ)) / V ^ 2) := by
  have hW0 : W ≠ 0 := hW.ne'
  have hV2 : V ^ 2 ≠ 0 := pow_ne_zero 2 hV
  have hne : W + δ ≠ 0 := (add_pos hW hδ).ne'
  have hx : 0 < δ / (W + δ) := div_pos hδ (add_pos hW hδ)
  have hr : (-W / 2 - δ + W / 2) / (-W / 2 - δ - W / 2) = δ / (W + δ) := by
    rw [← neg_div_neg_eq δ (W + δ)]
    congr 1 <;> ring
  rw [selfEnergy_eq_log hW (by linarith), hr]
  constructor
  · intro h
    have e : V ^ 2 / W * Real.log (δ / (W + δ)) * W = Real.log (δ / (W + δ)) * V ^ 2 := by
      field_simp
    have hl : Real.log (δ / (W + δ)) = -(W * (ea + W / 2 + δ)) / V ^ 2 := by
      rw [eq_div_iff hV2]
      rw [← h] at e
      linear_combination -e
    rw [← hl, Real.exp_log hx]
    field_simp
  · intro h
    have hq : δ / (W + δ) = Real.exp (-(W * (ea + W / 2 + δ)) / V ^ 2) := by
      rw [div_eq_iff hne]
      linear_combination h
    have key : ∀ X : ℝ, V ^ 2 / W * (-(W * X) / V ^ 2) = -X := by
      intro X
      field_simp
    rw [hq, Real.log_exp, key]
    ring

/-- At any energy `E` below a band of width `W > 0`, the expression `adsorbateWeight W V E` equals
`(E² - W²/4)/(E² - W²/4 + V²)`. -/
theorem adsorbateWeight_eq {W V E : ℝ} (hW : 0 < W) (hE : E < -W / 2) :
    adsorbateWeight W V E = (E ^ 2 - W ^ 2 / 4) / (E ^ 2 - W ^ 2 / 4 + V ^ 2) := by
  have hD : 0 < E ^ 2 - W ^ 2 / 4 := by nlinarith
  rw [adsorbateWeight, (hasDerivAt_selfEnergy hW hE).deriv, neg_div, sub_neg_eq_add,
    one_add_div hD.ne', one_div_div]

end

end RectangularBandAdsorbate
```

```lean
#print axioms RectangularBandAdsorbate.existsUnique_log_equation
#print axioms RectangularBandAdsorbate.bonding_state_below_level
#print axioms RectangularBandAdsorbate.edge_distance_iff
#print axioms RectangularBandAdsorbate.adsorbateWeight_eq
```

```
'RectangularBandAdsorbate.existsUnique_log_equation' depends on axioms: [propext, Classical.choice, Quot.sound]
'RectangularBandAdsorbate.bonding_state_below_level' depends on axioms: [propext, Classical.choice, Quot.sound]
'RectangularBandAdsorbate.edge_distance_iff' depends on axioms: [propext, Classical.choice, Quot.sound]
'RectangularBandAdsorbate.adsorbateWeight_eq' depends on axioms: [propext, Classical.choice, Quot.sound]
```

## The theorems in words

`selfEnergy W V E` is the integral $S(E)$, and `ea` is $e_a$. All quantities are real numbers, with energies in one common unit. The lower band edge is written `-W / 2`. Every theorem concerns energies below it; inside the band, Lean's integral is not the principal value that a physicist would use.

- `existsUnique_bonding_state` says that for `0 < W`, `V ≠ 0` and every `ea` there is exactly one `E` that lies below the band and satisfies `E - ea = selfEnergy W V E`. The symbol `∃!` carries both existence and uniqueness.
- `existsUnique_log_equation` says the same for the explicit logarithm.
- `bonding_state_below_level` places any such root below `ea`.
- `edge_distance_iff` says that, for `δ > 0`, the level equation at $-W/2-\delta$ is equivalent to the exponential equation for $\delta$.
- `adsorbateWeight_eq` evaluates $1/(1-S'(E))$ at any energy below the band. The value is the weight of a state only when $E$ is the root.

The condition $V\neq0$ excludes the decoupled level: for $V=0$ the equation reads $E=e_a$, which has no solution below the band when $e_a\ge-W/2$.

## How the Lean proof runs

`selfEnergy_eq_log` checks the antiderivative, shows that the integrand is continuous on the band and applies the fundamental theorem of calculus. `hasDerivAt_selfEnergy` differentiates the logarithmic form and transfers the slope to the integral, since the two agree in a neighbourhood of $E$.

`selfEnergy_strictAntiOn` reaches monotonicity without the slope. For $E<E'$ below the band, the difference of the two ratios $r$ is

$$\frac{W(E'-E)}{(E-W/2)(E'-W/2)}>0,$$

and the logarithm preserves the order.

In `existsUnique_bonding_state` the two `obtain` blocks construct $E_1$ and $E_2$ as above. The slope lemma supplies continuity, and `intermediate_value_Icc` yields the root. For uniqueness, `lt_trichotomy` compares a second root with the first, and monotonicity rules out both strict orders. `existsUnique_log_equation` then replaces the integral by the logarithm.

Of the remaining results, `bonding_state_below_level` uses the negative sign of the logarithm, `edge_distance_iff` takes the exponential in one direction and the logarithm in the other, and `adsorbateWeight_eq` inserts the slope.

## What a code may take from this

The theorems guarantee the number of roots below the band, their position relative to `ea`, the closed forms for slope and weight, and the implicit equation for the edge distance. The bracket ends $E_1$ and $E_2$ are built inside a proof and do not appear in any statement. The rounding advice, the form in $\lambda$ and the comparison with the semi-elliptic band rest on the prose alone.

The step from the theorems to an adsorbate is the identification of a root with a bound eigenstate, and of the residue with its weight on the adsorbate orbital. The file contains neither a Hamiltonian nor a Green function, so this comes from the standard theory of a single level coupled to a continuum. A discretised band also differs from the model: its self-energy is a finite sum of poles, and its lowest eigenvalue approaches the root only as the energy grid is refined. Electron repulsion and couplings that vary across the band lie beyond the model.
